# First-site weights of a uniform chain, divided by the level spacing |dE/ds|, lie on one semicircle for every chain length

## Why do my spectral lines shrink when I add sites?

If I plot the raw line strengths from a finite model of a continuum, the spectrum depends on the model's size: doubling the chain roughly halves the lines near a given energy. My test case is one particle on $n$ sites, with zero site energies and unit coupling between neighbours. With $t_j=j\pi/(n+1)$ and $1\le j\le n$, I believe that the levels are $E_j=2\cos t_j$ and that a normalised eigenvector has weight $w_j=2\sin^2 t_j/(n+1)$ on the first site. Dividing by the level spacing should then give $\sqrt{4-E_j^2}/(2\pi)$, with no $n$ left over. Can this be proved in full and checked by machine?

## The spacing carries the same factor 1/(n+1) as the weight

Yes, if "spacing" means the derivative of the energy with respect to a continuous level index $s$.

**Levels.** Write $g_1,\dots,g_n$ for the site amplitudes and set $g_0=g_{n+1}=0$. The eigenvalue equation becomes
$$g_k+g_{k+2}=E\,g_{k+1},\qquad 0\le k<n.$$
Since $\sin kt+\sin (k+2)t=2\cos t\,\sin (k+1)t$, the wave $\sin kt_j$ solves it at $E_j$. It vanishes at both ends and is nonzero on the first site, because $0<t_j<\pi$. Conversely, $g_0$ and $g_1$ fix all later amplitudes, so every solution at $E_j$ satisfies $g_k\sin t_j=g_1\sin kt_j$.

**Weights.** For $x=m\pi/(n+1)$ with $0<m<2(n+1)$, multiplying by $2\sin(x/2)$ makes the cosine sum telescope:
$$2\sin\tfrac x2\sum_{k=0}^{n}\cos kx=\sin\!\left(m\pi-\tfrac x2\right)+\sin\tfrac x2=(1-(-1)^m)\sin\tfrac x2 .$$
For $m=2j$ the sum is zero, so $\sin^2\theta=(1-\cos2\theta)/2$ gives $\sum_{k=1}^n\sin^2kt_j=(n+1)/2$. Squaring and summing the relation for $g_k$ yields
$$\sin^2 t_j\sum_{k=1}^n g_k^2=g_1^2\,\frac{n+1}{2},\qquad\text{so}\qquad g_1^2=w_j\sum_{k=1}^n g_k^2 .$$

**Sum and bound.** Since $t_j=j\,t_1$, the sum $\sum_j w_j$ is $2/(n+1)$ times the squared norm of the level-1 wave, which gives 1. Also $w_j=(2-E_j^2/2)/(n+1)\le 2/(n+1)$, with equality exactly when $E_j=0$.

**Density.** With $t=s\pi/(n+1)$ and $0<s<n+1$,
$$\left|\frac{dE}{ds}\right|=\frac{2\pi\sin t}{n+1},\qquad \frac{w}{|dE/ds|}=\frac{\sin t}{\pi}=\frac{\sqrt{4-E^2}}{2\pi},$$
because $4-E^2=(2\sin t)^2$ and $\sin t>0$.

### What the theorems say

`chain n` is the real Hamiltonian matrix, with energies in units of the coupling. `Fin n` counts from 0, so `v ⟨0, _⟩` is $g_1$. `angle`, `energy` and `weight` take a real index $s$, which makes the spacing a genuine derivative.

- `level_weight`: for $1\le j\le n$, $E_j$ has a nonzero eigenvector, and every eigenvector `v` there, normalised or not, satisfies $g_1^2=w_j\,(v\cdot v)$.
- `sum_weight`: the weights sum to 1 when $n\ge1$.
- `weight_le`: the bound and its equality case hold for every real $s$.
- `stick_density`: for $0<s<n+1$, a number `ρ` satisfies $w=\rho\,|dE/ds|$ if and only if it is the semicircular density at $E$.

That the $E_j$ exhaust the spectrum is not stated in the file; it follows because cosine is strictly decreasing on $[0,\pi]$, which makes them $n$ distinct eigenvalues of an $n\times n$ matrix.

The upper limits on the index matter already for $n=1$ at index 2. There $E=-2$, but the matrix $(0)$ has only the eigenvalue 0, so `j ≤ n` cannot be relaxed to $j\le n+1$. Weight and derivative both vanish there, so $\rho=1$ satisfies $w=\rho\,|dE/ds|$ although the semicircle gives 0; hence $s<n+1$ cannot become $s\le n+1$.

```lean
import Mathlib

open Real Matrix

namespace ChainContinuum

noncomputable section

/-- The Hamiltonian of `n` sites with zero site energies and unit coupling between neighbours. -/
def chain (n : ℕ) : Matrix (Fin n) (Fin n) ℝ :=
  Matrix.of fun i k => (if (i : ℕ) + 1 = (k : ℕ) then 1 else 0) +
    (if (k : ℕ) + 1 = (i : ℕ) then 1 else 0)

/-- The phase `s π / (n + 1)`, for a level index `s` that may vary continuously. -/
def angle (n : ℕ) (s : ℝ) : ℝ := s * π / (n + 1)

/-- The energy `2 cos t` at the phase `t` of level index `s`. -/
def energy (n : ℕ) (s : ℝ) : ℝ := 2 * cos (angle n s)

/-- The stick strength `2 sin² t / (n + 1)` at the phase `t` of level index `s`. -/
def weight (n : ℕ) (s : ℝ) : ℝ := 2 * sin (angle n s) ^ 2 / (n + 1)

/-- The semicircular density `√(4 - E²) / (2π)`, meant for energies `-2 ≤ E ≤ 2`. -/
def continuumDensity (E : ℝ) : ℝ := Real.sqrt (4 - E ^ 2) / (2 * π)

/-- The sine of the phase is positive for level indices strictly between `0` and `n + 1`. -/
theorem sin_angle_pos {n : ℕ} {s : ℝ} (h0 : 0 < s) (h1 : s < n + 1) :
    0 < sin (angle n s) := by
  apply Real.sin_pos_of_pos_of_lt_pi
  · unfold angle
    positivity
  · unfold angle
    rw [div_lt_iff₀ (by positivity)]
    nlinarith [mul_lt_mul_of_pos_right h1 Real.pi_pos]

/-- A sampled sine wave obeys the three-term recurrence of the chain. -/
theorem sin_step (t : ℝ) (k : ℕ) :
    sin (k * t) + sin (((k + 2 : ℕ) : ℝ) * t) = 2 * cos t * sin (((k + 1 : ℕ) : ℝ) * t) := by
  have e1 : (k : ℝ) * t = ((k + 1 : ℕ) : ℝ) * t - t := by push_cast; ring
  have e2 : ((k + 2 : ℕ) : ℝ) * t = ((k + 1 : ℕ) : ℝ) * t + t := by push_cast; ring
  rw [e1, e2, Real.sin_sub, Real.sin_add]
  ring

/-- On amplitudes that vanish just outside both ends, the Hamiltonian adds the two neighbours. -/
theorem chain_mulVec {n : ℕ} (f : ℕ → ℝ) (h0 : f 0 = 0) (hn : f (n + 1) = 0) (i : Fin n) :
    (chain n *ᵥ fun k : Fin n => f ((k : ℕ) + 1)) i = f i + f ((i : ℕ) + 2) := by
  have hi := i.isLt
  have hs : (chain n *ᵥ fun k : Fin n => f ((k : ℕ) + 1)) i =
      ∑ k ∈ Finset.range n, ((if (i : ℕ) + 1 = k then (1 : ℝ) else 0) +
        (if k + 1 = (i : ℕ) then 1 else 0)) * f (k + 1) := by
    rw [Finset.sum_range]
    simp only [Matrix.mulVec, dotProduct, chain, Matrix.of_apply]
  have h1 : ∑ k ∈ Finset.range n, (if (i : ℕ) + 1 = k then f (k + 1) else 0)
      = f ((i : ℕ) + 2) := by
    rw [Finset.sum_ite_eq]
    split_ifs with h
    · rfl
    · have e : (i : ℕ) + 2 = n + 1 := by
        simp only [Finset.mem_range] at h
        omega
      rw [e, hn]
  have h2 : ∑ k ∈ Finset.range n, (if k + 1 = (i : ℕ) then f (k + 1) else 0) = f i := by
    rcases Nat.eq_zero_or_pos (i : ℕ) with h | h
    · rw [h, h0]
      exact Finset.sum_eq_zero fun k _ => if_neg (Nat.succ_ne_zero k)
    · have e : (i : ℕ) - 1 + 1 = i := by omega
      rw [Finset.sum_eq_single ((i : ℕ) - 1)]
      · rw [if_pos e, e]
      · intro k _ hk
        exact if_neg (by omega)
      · intro h'
        exact absurd (Finset.mem_range.mpr (by omega)) h'
  rw [hs]
  simp only [add_mul, Finset.sum_add_distrib, ite_mul, one_mul, zero_mul]
  rw [h1, h2, add_comm]

/-- The cosine sum over the grid, for a harmonic `m` with `0 < m < 2 (n + 1)`. -/
theorem sum_cos (n m : ℕ) (hm : 0 < m) (hmn : m < 2 * (n + 1)) :
    ∑ k ∈ Finset.range (n + 1), cos (k * angle n m) = (1 - (-1) ^ m) / 2 := by
  -- multiplying by 2 sin (x/2) makes the sum telescope
  have tel : ∀ (x : ℝ) (N : ℕ), 2 * sin (x / 2) * ∑ k ∈ Finset.range N, cos (k * x)
      = sin (N * x - x / 2) + sin (x / 2) := by
    intro x N
    induction N with
    | zero => simp
    | succ N ih =>
      have e : ((N + 1 : ℕ) : ℝ) * x - x / 2 = N * x + x / 2 := by push_cast; ring
      rw [Finset.sum_range_succ, mul_add, ih, e, Real.sin_add, Real.sin_sub]
      ring
  have hpos : 0 < sin (angle n m / 2) := by
    have e : angle n m / 2 = angle n ((m : ℝ) / 2) := by unfold angle; ring
    have h' : (m : ℝ) < 2 * (n + 1) := by exact_mod_cast hmn
    rw [e]
    exact sin_angle_pos (by positivity) (by linarith)
  have h := tel (angle n m) (n + 1)
  have e : ((n + 1 : ℕ) : ℝ) * angle n m = m * π := by
    unfold angle; push_cast; field_simp
  rw [e, Real.sin_sub, Real.sin_nat_mul_pi, Real.cos_nat_mul_pi] at h
  apply mul_left_cancel₀ (mul_pos two_pos hpos).ne'
  linear_combination h

/-- The squared sine wave of level `j`, `1 ≤ j ≤ n`, sums to `(n + 1) / 2` over the sites. -/
theorem sum_sin_sq {n j : ℕ} (hj1 : 1 ≤ j) (hj : j ≤ n) :
    ∑ k ∈ Finset.range n, sin (((k + 1 : ℕ) : ℝ) * angle n j) ^ 2 = ((n : ℝ) + 1) / 2 := by
  have h0 : ∑ k ∈ Finset.range (n + 1), sin ((k : ℝ) * angle n j) ^ 2
      = ∑ k ∈ Finset.range n, sin (((k + 1 : ℕ) : ℝ) * angle n j) ^ 2 := by
    rw [Finset.sum_range_succ']
    simp
  have h1 : ∀ k : ℕ, sin ((k : ℝ) * angle n j) ^ 2
      = (1 - cos (k * angle n ((2 * j : ℕ) : ℝ))) / 2 := by
    intro k
    have e : (k : ℝ) * angle n ((2 * j : ℕ) : ℝ) = 2 * (k * angle n j) := by
      unfold angle; push_cast; ring
    rw [e, Real.cos_two_mul]
    linear_combination Real.sin_sq_add_cos_sq ((k : ℝ) * angle n j)
  have hp : (-1 : ℝ) ^ (2 * j) = 1 := by rw [pow_mul]; norm_num
  rw [← h0, Finset.sum_congr rfl (fun k _ => h1 k), ← Finset.sum_div, Finset.sum_sub_distrib,
    sum_cos n (2 * j) (by omega) (by omega), hp, Finset.sum_const, Finset.card_range,
    nsmul_eq_mul]
  push_cast
  ring

/-- For `1 ≤ j ≤ n`, `E_j` is an eigenvalue of the chain, and every eigenvector there has the
fraction `w_j` of its squared norm on the first site. -/
theorem level_weight {n j : ℕ} (hj1 : 1 ≤ j) (hj : j ≤ n) :
    (∃ v : Fin n → ℝ, v ≠ 0 ∧ chain n *ᵥ v = energy n j • v) ∧
    ∀ v : Fin n → ℝ, chain n *ᵥ v = energy n j • v →
      v ⟨0, by omega⟩ ^ 2 = weight n j * (v ⬝ᵥ v) := by
  have hjn : (j : ℝ) < n + 1 := by exact_mod_cast Nat.lt_succ_of_le hj
  have hs : 0 < sin (angle n j) := sin_angle_pos (by exact_mod_cast hj1) hjn
  constructor
  · refine ⟨fun k => sin ((((k : ℕ) + 1 : ℕ) : ℝ) * angle n j), ?_, ?_⟩
    · intro h
      have h0 : sin (((0 + 1 : ℕ) : ℝ) * angle n j) = 0 := congrFun h ⟨0, by omega⟩
      rw [zero_add, Nat.cast_one, one_mul] at h0
      exact hs.ne' h0
    · funext i
      refine (chain_mulVec (fun x : ℕ => sin ((x : ℝ) * angle n j)) (by simp) ?_ i).trans ?_
      · have e : ((n + 1 : ℕ) : ℝ) * angle n j = j * π := by
          unfold angle; push_cast; field_simp
        simp only [e, Real.sin_nat_mul_pi]
      · exact sin_step _ _
  · intro v hv
    -- continue the amplitudes by zero beyond both ends
    obtain ⟨g, g0, gn, hg⟩ : ∃ g : ℕ → ℝ, g 0 = 0 ∧ g (n + 1) = 0 ∧
        ∀ k : Fin n, g ((k : ℕ) + 1) = v k :=
      ⟨fun x => if h : 0 < x ∧ x ≤ n then v ⟨x - 1, by omega⟩ else 0,
        by simp, by simp, fun k => by simp⟩
    have hvg : v = fun k : Fin n => g ((k : ℕ) + 1) := funext fun k => (hg k).symm
    have hrec : ∀ k, k < n → g k + g (k + 2) = energy n j * g (k + 1) := by
      intro k hk
      have h := congrFun hv ⟨k, hk⟩
      rw [hvg, chain_mulVec g g0 gn] at h
      exact h
    -- the recurrence leaves only multiples of the sine wave
    have hsol : ∀ k : ℕ, k ≤ n → g k * sin (angle n j) = g 1 * sin (k * angle n j) ∧
        g (k + 1) * sin (angle n j) = g 1 * sin (((k + 1 : ℕ) : ℝ) * angle n j) := by
      intro k
      induction k with
      | zero => intro _; constructor <;> simp [g0]
      | succ k ih =>
        intro hk
        obtain ⟨a, b⟩ := ih (by omega)
        refine ⟨b, ?_⟩
        have r := hrec k (by omega)
        have s := sin_step (angle n j) k
        unfold energy at r
        change g (k + 2) * sin (angle n j) = g 1 * sin (((k + 2 : ℕ) : ℝ) * angle n j)
        linear_combination sin (angle n j) * r - a + 2 * cos (angle n j) * b - g 1 * s
    have hsum : (v ⬝ᵥ v) * sin (angle n j) ^ 2 = g 1 ^ 2 * (((n : ℝ) + 1) / 2) := by
      have q := sum_sin_sq hj1 hj
      rw [Finset.sum_range] at q
      rw [← q, dotProduct, Finset.sum_mul, Finset.mul_sum]
      refine Finset.sum_congr rfl fun k _ => ?_
      have h := (hsol k k.isLt.le).2
      rw [hg k] at h
      linear_combination (v k * sin (angle n j)
        + g 1 * sin ((((k : ℕ) + 1 : ℕ) : ℝ) * angle n j)) * h
    have h1 : g 1 = v ⟨0, by omega⟩ := hg ⟨0, by omega⟩
    have hw : weight n j * (v ⬝ᵥ v) = 2 / ((n : ℝ) + 1) * ((v ⬝ᵥ v) * sin (angle n j) ^ 2) := by
      unfold weight; ring
    rw [hw, hsum, ← h1]
    field_simp

/-- The weights of the levels `1, ..., n` of a chain with at least one site sum to one. -/
theorem sum_weight {n : ℕ} (hn : 1 ≤ n) :
    ∑ k ∈ Finset.range n, weight n ((k + 1 : ℕ) : ℝ) = 1 := by
  -- sites and levels enter the phase symmetrically, so the squared norm of the level-1 wave suffices
  have h := sum_sin_sq (le_refl 1) hn
  have e : ∀ k : ℕ, weight n ((k + 1 : ℕ) : ℝ)
      = 2 / ((n : ℝ) + 1) * sin (((k + 1 : ℕ) : ℝ) * angle n ((1 : ℕ) : ℝ)) ^ 2 := by
    intro k
    have a : angle n ((k + 1 : ℕ) : ℝ) = ((k + 1 : ℕ) : ℝ) * angle n ((1 : ℕ) : ℝ) := by
      unfold angle; push_cast; ring
    unfold weight
    rw [a]
    ring
  rw [Finset.sum_congr rfl (fun k _ => e k), ← Finset.mul_sum, h]
  field_simp

/-- No weight exceeds `2 / (n + 1)`, and the bound is reached exactly at zero energy. -/
theorem weight_le (n : ℕ) (s : ℝ) :
    weight n s ≤ 2 / (n + 1) ∧ (weight n s = 2 / (n + 1) ↔ energy n s = 0) := by
  have h : weight n s = 2 / (n + 1) - energy n s ^ 2 / 2 / (n + 1) := by
    unfold weight energy
    rw [Real.sin_sq]
    ring
  have hpos : 0 ≤ energy n s ^ 2 / 2 / ((n : ℝ) + 1) := by positivity
  rw [h]
  refine ⟨by linarith, fun e => ?_, fun e => by rw [e]; ring⟩
  have h0 : energy n s ^ 2 / 2 / ((n : ℝ) + 1) = 0 := by linarith
  have h2 : energy n s ^ 2 = energy n s ^ 2 / 2 / ((n : ℝ) + 1) * (2 * (n + 1)) := by
    field_simp
  rw [h0, zero_mul] at h2
  exact (pow_eq_zero_iff two_ne_zero).mp h2

/-- For `0 < s < n + 1`, the strength per unit energy `ρ`, defined by `w = ρ |dE/ds|`, is the
semicircular density at the energy `E`, whatever the number of sites. -/
theorem stick_density {n : ℕ} {s : ℝ} (h0 : 0 < s) (h1 : s < n + 1) (ρ : ℝ) :
    weight n s = ρ * |deriv (energy n) s| ↔ ρ = continuumDensity (energy n s) := by
  have hS := sin_angle_pos h0 h1
  have hπ := Real.pi_pos
  have ha : HasDerivAt (angle n) (π / ((n : ℝ) + 1)) s := by
    have hfun : angle n = fun x => x * (π / ((n : ℝ) + 1)) := by
      funext x; unfold angle; ring
    rw [hfun]
    exact ((hasDerivAt_id' s).mul_const (π / ((n : ℝ) + 1))).congr_deriv (one_mul _)
  have hE : HasDerivAt (energy n) (2 * (-sin (angle n s) * (π / ((n : ℝ) + 1)))) s :=
    ha.cos.const_mul 2
  have hD : 0 < 2 * π * sin (angle n s) / ((n : ℝ) + 1) := by positivity
  have hd : |deriv (energy n) s| = 2 * π * sin (angle n s) / ((n : ℝ) + 1) := by
    have e : 2 * (-sin (angle n s) * (π / ((n : ℝ) + 1)))
        = -(2 * π * sin (angle n s) / ((n : ℝ) + 1)) := by ring
    rw [hE.deriv, e, abs_neg, abs_of_pos hD]
  -- inside the band the square root is 2 sin t
  have hc : continuumDensity (energy n s) = 2 * sin (angle n s) / (2 * π) := by
    have e : 4 - energy n s ^ 2 = (2 * sin (angle n s)) ^ 2 := by
      unfold energy
      linear_combination (-4) * Real.sin_sq_add_cos_sq (angle n s)
    unfold continuumDensity
    rw [e, Real.sqrt_sq (by positivity)]
  have key : weight n s = 2 * sin (angle n s) / (2 * π)
      * (2 * π * sin (angle n s) / ((n : ℝ) + 1)) := by
    unfold weight
    field_simp
  rw [hd, hc, key]
  exact ⟨fun h => (mul_right_cancel₀ hD.ne' h).symm, fun h => by rw [h]⟩

end

end ChainContinuum
```

```lean
#print axioms ChainContinuum.level_weight
#print axioms ChainContinuum.sum_weight
#print axioms ChainContinuum.weight_le
#print axioms ChainContinuum.stick_density
```

```
'ChainContinuum.level_weight' depends on axioms: [propext, Classical.choice, Quot.sound]
'ChainContinuum.sum_weight' depends on axioms: [propext, Classical.choice, Quot.sound]
'ChainContinuum.weight_le' depends on axioms: [propext, Classical.choice, Quot.sound]
'ChainContinuum.stick_density' depends on axioms: [propext, Classical.choice, Quot.sound]
```

### From the recurrence to the Lean proof

`chain_mulVec` turns the matrix product into the sum of two neighbours, using the zeros beyond the ends. `sin_step` is the sine recurrence, `sum_cos` the telescoped sum and `sum_sin_sq` the squared norm of the sine wave.

In `level_weight`, the vector is extended by zero to a function `g`. An induction carries two consecutive amplitudes, and `linear_combination` combines the recurrences for `g` and for the sine. Keeping the factor $\sin t_j$ on the left avoids division. `sum_weight` uses $t_j=j\,t_1$ to reduce to the squared norm of the level-1 wave. `stick_density` computes the derivative with `HasDerivAt`, then cancels its positive absolute value to determine `ρ`.

### Dividing by the spacing in code

Finite-basis calculations of photoionisation face the same conversion from discrete strengths to a density; the theorem settles it for one non-interacting particle on a uniform chain, probed at its first site. In NumPy, let `A` be the Hamiltonian matrix of a chain with at least two sites; after `E, V = numpy.linalg.eigh(A)`, the estimate is `V[0]**2 / numpy.gradient(E)`. For this chain, the central differences at interior levels give the semicircle times $h/\sin h$, with $h=\pi/(n+1)$, a factor that tends to 1 as the chain grows.
